# A Hermitian Hamiltonian whose pseudo-Hamiltonian has no eigenbasis

## A core term added to the Hamiltonian

In pseudopotential theory, a valence state may be given an admixture of a core state to make it smoother. One way to do this is to add to the Hamiltonian $H$ a term that sends every state into the core state, with an amplitude that may be chosen. For one core vector $c$ in a finite basis, this gives the pseudo-Hamiltonian

$$P = H + c f^{T},$$

where the vector $f$ sets the amplitude. Unless $f$ is suitably related to $c$, the matrix $P$ is not Hermitian, and the spectral theorem for Hermitian matrices can no longer be used to obtain a basis of eigenvectors.

Such a basis can indeed be missing. Take $H=\mathrm{diag}(0,1)$, $c=(1,0)$ and $f=(1,1)$. Then

$$P=\begin{pmatrix}1&1\\0&1\end{pmatrix}.$$

Its only eigenvalue is 1, and its eigenvectors are the nonzero multiples of $c$. An electronic-structure calculation that expands arbitrary states in eigenvectors of $P$ therefore needs more than the Hermiticity of $H$, already in this two-level, one-electron model.

## When the shifted core level meets a valence level

Let $Hc=\varepsilon_c c$ with $c\neq0$, and $Hv=\varepsilon_v v$. Write $f\cdot x=\sum_i f_i x_i$, without complex conjugation. The general result, `pseudoH_defective`, says that $P$ has no eigenbasis if

$$\varepsilon_c+f\cdot c=\varepsilon_v \quad\text{and}\quad f\cdot v\neq0 .$$

The first condition says that the added term moves the core level exactly onto the valence level. The second says that the same term couples the valence state to the core state. Both are assumptions about the chosen $f$.

In Lean, `H : Matrix n n ℂ` is a complex matrix over a finite index type `n`, and `c`, `v` and `f` are vectors `n → ℂ`. The definition `pseudoH H c f` is $H+cf^T$. The product `f ⬝ᵥ x` is the unconjugated sum above, so a bra $\langle g|$ enters through $f_i=\overline{g_i}$. The vectors need not be normalised, and the general theorem does not require $H$ to be Hermitian.

`HasEigenbasis A` means that there are mutually inverse matrices $S$ and $T$ and numbers $d_i$ with $AS=SD$, where $D=\mathrm{diag}(d_i)$. The columns of $S$ are then a basis of eigenvectors.

For two levels there is a sharp criterion, `two_level_criterion`. With $H=\mathrm{diag}(a,b)$, $c=(1,0)$ and $f=(p,q)$, an eigenbasis exists exactly when $a+p\neq b$ or $q=0$. Degeneracy alone is thus harmless; it has to come together with coupling. The numbers $a,b,p,q$ may be complex, and this $H$ is Hermitian when $a$ and $b$ are real.

The theorem `hermitian_with_defective_pseudoH` treats the numerical example. It states that $H$ is Hermitian, lists all eigenpairs of $P$, and states that the eigenvectors do not span $\mathbb C^2$.

The setting is an ordinary matrix eigenvalue problem with a single core term. It contains no overlap matrix, as an ultrasoft or projector augmented-wave calculation would, and no infinite-dimensional operator.

## The missing eigenvector, by hand

The added term acts on a vector $x$ as

$$(cf^Tx)_i=\sum_j c_i f_j x_j=(f\cdot x)\,c_i ,$$

so $Px=Hx+(f\cdot x)c$. For the core and valence states this gives

$$Pc=(\varepsilon_c+f\cdot c)\,c,\qquad Pv=\varepsilon_v v+(f\cdot v)\,c .$$

The core state remains an eigenvector with a shifted energy, while the image $Pv$ of the valence state contains an added core term whenever $f\cdot v\neq0$. Set $w=(f\cdot v)c$ and $e=\varepsilon_v$. When the shifted core level equals $\varepsilon_v$ and $f\cdot v\neq0$,

$$Pv=ev+w,\qquad Pw=ew,\qquad w\neq0 .$$

This is a Jordan chain, and it rules out an eigenbasis. Suppose that $PS=SD$ with $T=S^{-1}$. Multiplying by $T$ on both sides gives $TP=DT$. With the coordinates $y=Tv$ and $z=Tw$, the two chain equations become, for each $i$,

$$d_i y_i=e y_i+z_i,\qquad d_i z_i=e z_i .$$

Multiply the first by $z_i$, the second by $y_i$, and subtract. The result is $0=z_i^2$, so every $z_i$ vanishes. Hence $w=Sz=0$, a contradiction.

In the two-level case,

$$P=\begin{pmatrix}a+p&q\\0&b\end{pmatrix}.$$

If $a+p=b$ and $q\neq0$, the argument above applies with $v=(0,1)$. Otherwise, look for a valence eigenvector $(x,1)$ with eigenvalue $b$. Its second component satisfies the eigenvalue equation automatically, and the first requires

$$(a+p)x+q=bx .$$

If $a+p\neq b$, the solution is $x=q/(b-a-p)$. If $q=0$, take $x=0$. The vectors $(1,0)$ and $(x,1)$ are then the columns of

$$S=\begin{pmatrix}1&x\\0&1\end{pmatrix},\qquad S^{-1}=\begin{pmatrix}1&-x\\0&1\end{pmatrix}.$$

For the numerical example, number the components from 0, as Lean does. The equation $Px=\mu x$ reads

$$x_0+x_1=\mu x_0,\qquad x_1=\mu x_1 .$$

Multiplying the first equation by $x_1$ and the second by $x_0$, then subtracting, gives $x_1^2=0$. Thus $x_1=0$. A nonzero solution has $x_0\neq0$, and the first equation then gives $\mu=1$. Conversely, every nonzero multiple of $c$ is an eigenvector with eigenvalue 1. All eigenvectors lie on the line $x_1=0$, which does not contain $(0,1)$, so they do not span $\mathbb C^2$.

## The definitions and theorems in Lean

```lean
import Mathlib

open Matrix

namespace DefectivePseudoHamiltonian

variable {n : Type*} [Fintype n] [DecidableEq n]

/-- The pseudo-Hamiltonian `H + c fᵀ`: a Hamiltonian plus a term that sends every state into the
core vector `c`, with amplitude given by `f`. -/
def pseudoH (H : Matrix n n ℂ) (c f : n → ℂ) : Matrix n n ℂ :=
  H + Matrix.vecMulVec c f

/-- A matrix has an eigenbasis if an invertible matrix `S` of column vectors
brings it to diagonal form, `A S = S D`. -/
def HasEigenbasis (A : Matrix n n ℂ) : Prop :=
  ∃ (S T : Matrix n n ℂ) (d : n → ℂ),
    S * T = 1 ∧ T * S = 1 ∧ A * S = S * Matrix.diagonal d

omit [DecidableEq n] in
/-- The pseudo-Hamiltonian acts as `H` plus a core admixture of amplitude `f · x`. -/
theorem pseudoH_mulVec (H : Matrix n n ℂ) (c f x : n → ℂ) :
    pseudoH H c f *ᵥ x = H *ᵥ x + (f ⬝ᵥ x) • c := by
  rw [pseudoH, Matrix.add_mulVec]
  congr 1
  ext i
  simp only [Matrix.mulVec, dotProduct, Matrix.vecMulVec_apply, Pi.smul_apply,
    smul_eq_mul, Finset.sum_mul]
  exact Finset.sum_congr rfl fun j _ => by ring

omit [DecidableEq n] in
/-- A core eigenvector of `H` stays an eigenvector of the pseudo-Hamiltonian,
with its energy shifted by `f · c`. -/
theorem core_level_shift {H : Matrix n n ℂ} {c : n → ℂ} {εc : ℂ} (f : n → ℂ)
    (hc : H *ᵥ c = εc • c) :
    pseudoH H c f *ᵥ c = (εc + f ⬝ᵥ c) • c := by
  rw [pseudoH_mulVec, hc, add_smul]

/-- A matrix with an eigenbasis has no Jordan chain: if `A v = e v + w` and
`A w = e w`, then `w = 0`. -/
theorem no_jordan_chain {A : Matrix n n ℂ} (hA : HasEigenbasis A) {v w : n → ℂ}
    {e : ℂ} (hv : A *ᵥ v = e • v + w) (hw : A *ᵥ w = e • w) : w = 0 := by
  obtain ⟨S, T, d, hST, hTS, hAS⟩ := hA
  have hTA : T * A = Matrix.diagonal d * T := by
    calc T * A = T * (A * S) * T := by
          rw [mul_assoc, mul_assoc, hST, mul_one]
      _ = (T * S) * Matrix.diagonal d * T := by rw [hAS, ← mul_assoc]
      _ = Matrix.diagonal d * T := by rw [hTS, one_mul]
  -- in eigenbasis coordinates `A` multiplies each component by a number
  have key : ∀ (x : n → ℂ) (i : n), (T *ᵥ (A *ᵥ x)) i = d i * (T *ᵥ x) i := by
    intro x i
    rw [Matrix.mulVec_mulVec, hTA, ← Matrix.mulVec_mulVec, Matrix.mulVec_diagonal]
  have hz : T *ᵥ w = 0 := by
    ext i
    have a := key v i
    have b := key w i
    rw [hv, Matrix.mulVec_add, Matrix.mulVec_smul] at a
    rw [hw, Matrix.mulVec_smul] at b
    simp only [Pi.add_apply, Pi.smul_apply, smul_eq_mul] at a b
    have hsq : (T *ᵥ w) i * (T *ᵥ w) i = 0 := by
      linear_combination (T *ᵥ w) i * a - (T *ᵥ v) i * b
    exact mul_self_eq_zero.mp hsq
  calc w = (S * T) *ᵥ w := by rw [hST, Matrix.one_mulVec]
    _ = 0 := by rw [← Matrix.mulVec_mulVec, hz, Matrix.mulVec_zero]

/-- If the shifted core level coincides with a valence level `εv` and `f` couples
to the valence state `v`, the pseudo-Hamiltonian has no eigenbasis. -/
theorem pseudoH_defective {H : Matrix n n ℂ} {c v f : n → ℂ} {εc εv : ℂ}
    (hc0 : c ≠ 0) (hc : H *ᵥ c = εc • c) (hv : H *ᵥ v = εv • v)
    (hres : εc + f ⬝ᵥ c = εv) (hfv : f ⬝ᵥ v ≠ 0) :
    ¬ HasEigenbasis (pseudoH H c f) := by
  intro hP
  -- the valence state and the core state form a Jordan chain
  have h1 : pseudoH H c f *ᵥ v = εv • v + (f ⬝ᵥ v) • c := by
    rw [pseudoH_mulVec, hv]
  have h2 : pseudoH H c f *ᵥ ((f ⬝ᵥ v) • c) = εv • ((f ⬝ᵥ v) • c) := by
    rw [Matrix.mulVec_smul, core_level_shift f hc, hres, smul_comm]
  exact (smul_ne_zero hfv hc0) (no_jordan_chain hP h1 h2)

/-- The matrix `diag(0,1)` with `c = (1,0)`, `v = (0,1)` and `f = (1,1)` meets the
conditions of `pseudoH_defective`, with `εc = 0` and `εv = 1`. -/
theorem pseudoH_defective_witness :
    (![1, 0] : Fin 2 → ℂ) ≠ 0 ∧
    Matrix.diagonal ![(0 : ℂ), 1] *ᵥ ![1, 0] = (0 : ℂ) • ![1, 0] ∧
    Matrix.diagonal ![(0 : ℂ), 1] *ᵥ ![0, 1] = (1 : ℂ) • ![0, 1] ∧
    (0 : ℂ) + ![1, 1] ⬝ᵥ ![1, 0] = 1 ∧ (![1, 1] : Fin 2 → ℂ) ⬝ᵥ ![0, 1] ≠ 0 := by
  refine ⟨fun h => by simpa using congrFun h 0, ?_, ?_, ?_, ?_⟩
  · ext i; fin_cases i <;> simp [Matrix.mulVec_diagonal]
  · ext i; fin_cases i <;> simp [Matrix.mulVec_diagonal]
  · simp [dotProduct, Fin.sum_univ_two]
  · simp [dotProduct, Fin.sum_univ_two]

/-- For `H = diag(a,b)`, `c = (1,0)` and `f = (p,q)`, the matrix `H + c fᵀ` has an eigenbasis
exactly when the shifted core level `a + p` differs from `b` or the coupling `q` is zero. -/
theorem two_level_criterion (a b p q : ℂ) :
    HasEigenbasis (pseudoH (Matrix.diagonal ![a, b]) ![1, 0] ![p, q]) ↔
      a + p ≠ b ∨ q = 0 := by
  constructor
  · intro hP
    by_contra hcon
    rw [not_or, not_not] at hcon
    refine pseudoH_defective (v := ![0, 1]) (εc := a) (εv := b)
      (fun h => by simpa using congrFun h 0) ?_ ?_ ?_ ?_ hP
    · ext i; fin_cases i <;> simp [Matrix.mulVec_diagonal]
    · ext i; fin_cases i <;> simp [Matrix.mulVec_diagonal]
    · simpa [dotProduct, Fin.sum_univ_two] using hcon.1
    · simpa [dotProduct, Fin.sum_univ_two] using hcon.2
  · intro h
    -- core admixture `x` that turns the valence state into an eigenvector
    have hx : ∃ x : ℂ, (a + p) * x + q = x * b := by
      rcases h with h | h
      · have h' : b - (a + p) ≠ 0 := sub_ne_zero.mpr (Ne.symm h)
        refine ⟨q / (b - (a + p)), ?_⟩
        have hq : q / (b - (a + p)) * (b - (a + p)) = q := div_mul_cancel₀ q h'
        linear_combination -hq
      · exact ⟨0, by simp [h]⟩
    obtain ⟨x, hx⟩ := hx
    have hP : pseudoH (Matrix.diagonal ![a, b]) ![1, 0] ![p, q]
        = !![a + p, q; 0, b] := by
      ext i j
      fin_cases i <;> fin_cases j <;> simp [pseudoH]
    have hD : Matrix.diagonal ![a + p, b] = !![a + p, 0; 0, b] := by
      ext i j
      fin_cases i <;> fin_cases j <;> simp
    refine ⟨!![1, x; 0, 1], !![1, -x; 0, 1], ![a + p, b], ?_, ?_, ?_⟩
    · simp [Matrix.one_fin_two]
    · simp [Matrix.one_fin_two]
    · rw [hP, hD, Matrix.mul_fin_two, Matrix.mul_fin_two]
      simp only [mul_one, mul_zero, one_mul, zero_mul, add_zero, zero_add, hx]

/-- For `H = diag(0,1)`, `c = (1,0)`, `f = (1,1)`: `H` is Hermitian, the eigenpairs of
`H + c fᵀ` are exactly the eigenvalue 1 with the nonzero multiples of `c`, and the
eigenvectors do not span `ℂ²`. -/
theorem hermitian_with_defective_pseudoH :
    let H : Matrix (Fin 2) (Fin 2) ℂ := Matrix.diagonal ![0, 1]
    let c : Fin 2 → ℂ := ![1, 0]
    let P := pseudoH H c ![1, 1]
    H.IsHermitian ∧
    (∀ (μ : ℂ) (x : Fin 2 → ℂ),
      (x ≠ 0 ∧ P *ᵥ x = μ • x) ↔ (μ = 1 ∧ ∃ t : ℂ, t ≠ 0 ∧ x = t • c)) ∧
    Submodule.span ℂ {x : Fin 2 → ℂ | ∃ μ : ℂ, P *ᵥ x = μ • x} ≠ ⊤ := by
  intro H c P
  have comp : ∀ (μ : ℂ) (x : Fin 2 → ℂ), P *ᵥ x = μ • x →
      x 0 + x 1 = μ * x 0 ∧ x 1 = μ * x 1 := by
    intro μ x h
    rw [pseudoH_mulVec] at h
    have h0 := congrFun h 0
    have h1 := congrFun h 1
    simp [H, c, dotProduct, Fin.sum_univ_two, -right_eq_mul₀] at h0 h1
    exact ⟨h0, h1⟩
  -- no eigenvector has a valence component
  have snd : ∀ (μ : ℂ) (x : Fin 2 → ℂ), P *ᵥ x = μ • x → x 1 = 0 := by
    intro μ x h
    obtain ⟨h0, h1⟩ := comp μ x h
    exact mul_self_eq_zero.mp (by linear_combination x 1 * h0 - x 0 * h1)
  refine ⟨?_, ?_, ?_⟩
  · ext i j
    fin_cases i <;> fin_cases j <;> simp [H]
  · intro μ x
    constructor
    · rintro ⟨hx, h⟩
      have h1 := snd μ x h
      have hxc : x = x 0 • c := by
        ext i; fin_cases i <;> simp [c, h1]
      have hx0 : x 0 ≠ 0 := fun h0 => hx (by rw [hxc, h0, zero_smul])
      refine ⟨mul_right_cancel₀ hx0 ?_, x 0, hx0, hxc⟩
      linear_combination h1 - (comp μ x h).1
    · rintro ⟨rfl, t, ht, rfl⟩
      refine ⟨fun h => ht (by simpa [c] using congrFun h 0), ?_⟩
      rw [pseudoH_mulVec]
      ext i
      fin_cases i <;> simp [H, c, dotProduct, Fin.sum_univ_two]
  · intro h
    have hle : Submodule.span ℂ {x : Fin 2 → ℂ | ∃ μ : ℂ, P *ᵥ x = μ • x} ≤
        LinearMap.ker (LinearMap.proj (R := ℂ) (φ := fun _ : Fin 2 => ℂ) 1) := by
      refine Submodule.span_le.mpr ?_
      rintro x ⟨μ, hx⟩
      simpa using snd μ x hx
    rw [h] at hle
    have hmem := hle (Submodule.mem_top (x := (![0, 1] : Fin 2 → ℂ)))
    simp at hmem

end DefectivePseudoHamiltonian
```

```lean
#print axioms DefectivePseudoHamiltonian.two_level_criterion
-- 'DefectivePseudoHamiltonian.two_level_criterion' depends on axioms: [propext, Classical.choice, Quot.sound]
#print axioms DefectivePseudoHamiltonian.hermitian_with_defective_pseudoH
-- 'DefectivePseudoHamiltonian.hermitian_with_defective_pseudoH' depends on axioms: [propext, Classical.choice, Quot.sound]
```

## From the Jordan chain to the two-level example

The lemma `pseudoH_mulVec` proves the formula for $Px$ by expanding the matrix product componentwise. `core_level_shift` inserts the eigenvalue equation for $c$ and collects the two coefficients.

The central lemma is `no_jordan_chain`. Its intermediate result `hTA` is $TA=DT$, and `key` expresses this in components: in eigenbasis coordinates, $A$ multiplies component $i$ by $d_i$. Applying `key` to $v$ and $w$ gives the equations named `a` and `b`. The `linear_combination` step multiplies them by $z_i$ and $y_i$ and subtracts, exactly as above, to obtain $z_i^2=0$. The closing calculation returns from $Tw=0$ to $w=0$ through $ST=1$.

In `pseudoH_defective`, `h1` and `h2` are the two chain equations for $v$ and $(f\cdot v)c$. The previous lemma would force the latter vector to vanish, whereas `smul_ne_zero` shows that it is nonzero. `pseudoH_defective_witness` checks that the numerical example satisfies all the conditions, with $\varepsilon_c=0$ and $\varepsilon_v=1$.

The forward direction of `two_level_criterion` assumes that both alternatives fail and applies the general theorem to $v=(0,1)$. The reverse direction first finds the admixture $x$ in `hx`, with one case for each alternative. It then supplies $S$, its inverse and the diagonal entries $a+p$ and $b$. Multiplying out $PS=SD$ leaves the equation for $x$ as the only nontrivial entry.

In the last theorem, `comp` extracts the two component equations and `snd` derives $x_1=0$. The eigenpair statement is proved in both directions: an eigenvector is written as $x_0c$ and its eigenvalue found by cancelling $x_0$, and then a nonzero multiple of $c$ is substituted into the eigenvalue equation. For the span, the proof places all eigenvectors in the kernel of the map $x\mapsto x_1$. If they spanned the whole space, $(0,1)$ would also lie in that kernel, which would give $1=0$. The set used for the span includes the zero vector, but this does not enlarge the span.
